# Split sites and harmonic vibration with equal second moments: structure factors within Σ_j |f_j| y_j⁴/8

A: Take a finite structure whose atoms j have scattering factors f_j and positions x_j, and replace each atom by two half atoms at x_j + d_j and x_j − d_j. At any scattering vector h, the structure factor then differs from that of a harmonic model with the same second moments of displacement by at most

Σ_j |f_j| y_j⁴/8, where y_j = 2π h·d_j.

Q: That is a statement about crystals, and Lean sees only lists of numbers. What is an atom here, and in which coordinates does it sit?

A: An atom is an element j of a finite type `ι`. Positions and scattering vectors are real functions on a finite type `n` of coordinates, three of them for a crystal.

```lean
import Mathlib

open Matrix
open scoped Real

namespace SplitSiteRefinement

noncomputable section

variable {ι n : Type*} [Fintype ι] [Fintype n]
```

The product `h ⬝ᵥ x` is the plain sum of products of components, so h and x must be given in dual coordinates, such as Miller indices and fractional coordinates. The 2π stands in the phase, not in h, and h need not be an integer vector.

```lean
/-- The phase factor `exp(2πi h·x)` of a point `x` at the scattering vector `h`. -/
def phase (h x : n → ℝ) : ℂ :=
  Complex.exp (((2 * π * (h ⬝ᵥ x) : ℝ) : ℂ) * Complex.I)
```

The structure factor is the usual sum

F(h) = Σ_j f_j exp(2πi h·x_j).

```lean
/-- The structure factor of atoms with scattering factors `f j` at positions `x j`. -/
def structureFactor (f : ι → ℂ) (x : ι → n → ℝ) (h : n → ℝ) : ℂ :=
  ∑ j, f j * phase h (x j)
```

Each f_j is a complex constant. Since h is fixed in every theorem, you insert the value that the scattering factor has at that h.

Q: Does the split model really contain two atoms per site, or did you write the cosine into its definition?

A: It contains two. The same `structureFactor` is applied to atoms labelled by `ι × Bool`, each with scattering factor f_j/2, and the Boolean chooses the sign of d_j.

```lean
/-- The structure factor after each atom `j` is replaced by two half atoms at
`x j + d j` and `x j - d j`. -/
def splitStructureFactor (f : ι → ℂ) (x d : ι → n → ℝ) (h : n → ℝ) : ℂ :=
  structureFactor (fun p : ι × Bool => f p.1 / 2)
    (fun p => if p.2 then x p.1 + d p.1 else x p.1 - d p.1) h
```

Q: And the harmonic model? "The same second moments" could mean many things.

A: It means the matrix U of mean products of displacement components, computed from the two positions with weight one half each:

U = ½ d dᵀ + ½ (−d)(−d)ᵀ.

```lean
/-- The second-moment matrix of a displacement that is `d` or `-d` with weight one half each. -/
def splitSecondMoment (d : n → ℝ) : Matrix n n ℝ :=
  (1 / 2 : ℝ) • vecMulVec d d + (1 / 2 : ℝ) • vecMulVec (-d) (-d)
```

That matrix enters the Debye-Waller factor for amplitudes, exp(−2π² hᵀUh).

```lean
/-- The harmonic Debye-Waller factor `exp(-2π² hᵀUh)` for the displacement matrix `U`. -/
def debyeWaller (U : Matrix n n ℝ) (h : n → ℝ) : ℝ :=
  Real.exp (-2 * π ^ 2 * (h ⬝ᵥ (U *ᵥ h)))
```

Q: So the Gaussian is postulated.

A: Yes. The formula stands for the average of exp(2πi h·u) over a Gaussian displacement u with mean zero and covariance U, and the file takes it as a definition. A different model would describe every displacement by a probability distribution and define the factor on f_j as that average. The split site and the harmonic atom would then be two cases of one definition, and the Gaussian formula would need a proof by integration. The bound would stay the same.

Q: Then show me where the cosine comes from.

A: Write y = 2π h·d. Moving an atom by ±d multiplies its phase factor by exp(±iy), so the two halves add up to

(f/2) exp(2πi h·x) (exp(iy) + exp(−iy)) = cos y · f exp(2πi h·x).

In the proof, `h1` and `h2` split off the factors exp(±iy). Unfolding `Complex.cos` then gives their half sum.

```lean
/-- Two half atoms at `x + d` and `x - d` scatter like one atom at `x` multiplied by
`cos(2π h·d)`. -/
theorem half_atoms_factor (f : ℂ) (h x d : n → ℝ) :
    f / 2 * phase h (x + d) + f / 2 * phase h (x - d) =
      (Real.cos (2 * π * (h ⬝ᵥ d)) : ℂ) * (f * phase h x) := by
  have h1 : phase h (x + d) =
      phase h x * Complex.exp (((2 * π * (h ⬝ᵥ d) : ℝ) : ℂ) * Complex.I) := by
    unfold phase
    rw [← Complex.exp_add, dotProduct_add]
    congr 1
    push_cast
    ring
  have h2 : phase h (x - d) =
      phase h x * Complex.exp (-((2 * π * (h ⬝ᵥ d) : ℝ) : ℂ) * Complex.I) := by
    unfold phase
    rw [← Complex.exp_add, dotProduct_sub]
    congr 1
    push_cast
    ring
  rw [h1, h2, Complex.ofReal_cos, Complex.cos]
  ring
```

For the whole structure, the sum over `ι × Bool` is grouped into pairs, one for each j, and the identity is used in each pair.

```lean
/-- Splitting every site multiplies each scattering factor `f j` by `cos(2π h·d j)`. -/
theorem splitStructureFactor_eq (f : ι → ℂ) (x d : ι → n → ℝ) (h : n → ℝ) :
    splitStructureFactor f x d h =
      structureFactor (fun j => f j * (Real.cos (2 * π * (h ⬝ᵥ d j)) : ℂ)) x h := by
  simp only [splitStructureFactor, structureFactor, Fintype.sum_prod_type, Fintype.sum_bool]
  refine Finset.sum_congr rfl fun j _ => ?_
  refine (half_atoms_factor (f j) h (x j) (d j)).trans ?_
  ring
```

Q: The harmonic side should give a Gaussian in the same y.

A: It does. The two signs cancel in the products, so U = d dᵀ and hᵀUh = (h·d)². Hence

−2π² hᵀUh = −2π² (h·d)² = −y²/2.

The step `hU` is the first of these simplifications. The step `hv` computes Uh = (h·d) d, and the product with h then gives the second. Note what this U describes: a harmonic atom that moves only along the line of d.

```lean
/-- With the second moments of the split site, the Debye-Waller factor is `exp(-y²/2)`,
where `y = 2π h·d`. -/
theorem debyeWaller_split (h d : n → ℝ) :
    debyeWaller (splitSecondMoment d) h = Real.exp (-(2 * π * (h ⬝ᵥ d)) ^ 2 / 2) := by
  have hU : splitSecondMoment d = vecMulVec d d := by
    ext i j
    simp only [splitSecondMoment, Matrix.add_apply, Matrix.smul_apply, vecMulVec_apply,
      Pi.neg_apply, smul_eq_mul]
    ring
  have hv : vecMulVec d d *ᵥ h = (d ⬝ᵥ h) • d := by
    ext i
    simp only [Matrix.mulVec, dotProduct, vecMulVec_apply, Pi.smul_apply, smul_eq_mul,
      Finset.sum_mul]
    exact Finset.sum_congr rfl fun j _ => by ring
  unfold debyeWaller
  rw [hU, hv, dotProduct_smul, smul_eq_mul, dotProduct_comm d h]
  congr 1
  ring
```

Q: A cosine oscillates and a Gaussian doesn't. How can one bound hold for every real y?

A: Both functions lie between the same two polynomials:

1 − y²/2 ≤ cos y, exp(−y²/2) ≤ 1 − y²/2 + y⁴/8.

The lower bounds are standard. For the upper bound on the Gaussian, put t = y²/2 ≥ 0 and use exp(t) ≥ 1 + t + t²/2. The quadratic 1 − t + t²/2 = ½(1 + (1 − t)²) is positive, so

(1 − t + t²/2) exp(t) ≥ (1 − t + t²/2)(1 + t + t²/2) = 1 + t⁴/4 ≥ 1.

Dividing by exp(t) gives exp(−t) ≤ 1 − t + t²/2, and t²/2 is y⁴/8. In Lean, `hmul` is the multiplication and `le_of_mul_le_mul_right` does the division.

```lean
/-- For `t ≥ 0` the exponential `exp(-t)` is at most its second-order expansion. -/
theorem exp_neg_le_quadratic {t : ℝ} (ht : 0 ≤ t) : Real.exp (-t) ≤ 1 - t + t ^ 2 / 2 := by
  have hq := Real.quadratic_le_exp_of_nonneg ht
  have hP : 0 ≤ 1 - t + t ^ 2 / 2 := by nlinarith [sq_nonneg (t - 1)]
  have hone : Real.exp (-t) * Real.exp t = 1 := by
    rw [← Real.exp_add, neg_add_cancel, Real.exp_zero]
  -- the product of the two quadratics is 1 + t⁴/4
  have hmul := mul_le_mul_of_nonneg_left hq hP
  refine le_of_mul_le_mul_right ?_ (Real.exp_pos t)
  rw [hone]
  nlinarith [sq_nonneg (t ^ 2)]
```

Q: And the upper bound on the cosine?

A: Put a = (y/2)². The polynomial 1 − y²/2 + y⁴/8 becomes 1 − 2a + 2a². If a ≥ 1, it equals 1 + 2a(a − 1), which is at least 1, and the cosine never exceeds 1.

If a ≤ 1, Mathlib's estimate `Real.cos_bound` gives cos(y/2) ≤ 1 − a/2 + a²/8. Also cos(y/2) ≥ 1 − a/2 > 0, so we may square and double the angle:

cos y = 2 cos²(y/2) − 1 ≤ 2(1 − a/2 + a²/8)² − 1 = 1 − 2a + a² − a³/4 + a⁴/32.

This is below 1 − 2a + 2a² by a² + a³/4 − a⁴/32, which is not negative for 0 ≤ a ≤ 1. The two branches of the proof are these two cases, and `nlinarith` finishes the polynomial comparison in each.

```lean
/-- For every real `y`, `cos y` is at most `1 - y²/2 + y⁴/8`. -/
theorem cos_le_quartic (y : ℝ) : Real.cos y ≤ 1 - y ^ 2 / 2 + y ^ 4 / 8 := by
  rcases le_total ((y / 2) ^ 2) 1 with ha | ha
  · -- small angles: bound the cosine of y/2 and double the angle
    have hu : |y / 2| ≤ 1 := (sq_le_one_iff_abs_le_one _).mp ha
    have hb := (abs_le.mp (Real.cos_bound hu)).2
    have h4 : |y / 2| ^ 4 = (y / 2) ^ 4 := by
      rw [← abs_pow, abs_of_nonneg (by positivity)]
    rw [h4] at hb
    have hl := Real.one_sub_sq_div_two_le_cos (x := y / 2)
    have hc0 : 0 ≤ Real.cos (y / 2) := by linarith
    have hp : 0 ≤ (y / 2) ^ 4 := by positivity
    have hc : Real.cos (y / 2) ≤ 1 - (y / 2) ^ 2 / 2 + (y / 2) ^ 4 / 8 := by linarith
    have hs := pow_le_pow_left₀ hc0 hc 2
    have hd : Real.cos y = 2 * Real.cos (y / 2) ^ 2 - 1 := by
      rw [← Real.cos_two_mul]
      congr 1
      ring
    have h6 : 0 ≤ (y / 2) ^ 6 := by positivity
    have h8 : 0 ≤ (y / 2) ^ 6 * (1 - (y / 2) ^ 2) := mul_nonneg h6 (by linarith)
    rw [hd]
    nlinarith
  · -- large angles: the right-hand side is at least one
    have h1 := Real.cos_le_one y
    have h2 : 0 ≤ (y / 2) ^ 2 * ((y / 2) ^ 2 - 1) := mul_nonneg (by positivity) (by linarith)
    nlinarith
```

Two numbers in an interval of length y⁴/8 differ by at most y⁴/8. The next proof collects the four bounds and leaves the subtraction to `linarith`.

```lean
/-- The split-site factor `cos y` and the Gaussian `exp(-y²/2)` differ by at most `y⁴/8`
for every real `y`. -/
theorem abs_cos_sub_gaussian_le (y : ℝ) :
    |Real.cos y - Real.exp (-y ^ 2 / 2)| ≤ y ^ 4 / 8 := by
  have h1 := Real.one_sub_sq_div_two_le_cos (x := y)
  have h2 := cos_le_quartic y
  have h3 := exp_neg_le_quadratic (t := y ^ 2 / 2) (by positivity)
  have h4 := Real.add_one_le_exp (-y ^ 2 / 2)
  have h5 : -(y ^ 2 / 2) = -y ^ 2 / 2 := by ring
  rw [h5] at h3
  rw [abs_le]
  constructor <;> linarith
```

Q: That settles one atom. In a structure the phases could conspire.

A: They cannot push the difference above the sum of the separate errors. Subtracting the two models gives

Σ_j f_j (cos y_j − exp(−y_j²/2)) exp(2πi h·x_j).

Every phase factor has modulus one, so the triangle inequality bounds the modulus of this sum by Σ_j |f_j| y_j⁴/8. In the proof, `norm_sum_le_of_le` is the triangle inequality and `hph` is the modulus of the phase.

```lean
/-- The structure factors of the split-site model and of the harmonic model with the same
second moments differ by at most the sum of `|f j| y⁴/8`, where `y = 2π h·d j`. -/
theorem split_sites_mimic_harmonic (f : ι → ℂ) (x d : ι → n → ℝ) (h : n → ℝ) :
    ‖splitStructureFactor f x d h -
        structureFactor (fun j => f j * (debyeWaller (splitSecondMoment (d j)) h : ℂ)) x h‖ ≤
      ∑ j, ‖f j‖ * ((2 * π * (h ⬝ᵥ d j)) ^ 4 / 8) := by
  rw [splitStructureFactor_eq]
  simp only [structureFactor, debyeWaller_split]
  rw [← Finset.sum_sub_distrib]
  refine norm_sum_le_of_le _ fun j _ => ?_
  -- a phase factor has modulus one
  have hph : ‖phase h (x j)‖ = 1 := Complex.norm_exp_ofReal_mul_I _
  rw [← sub_mul, ← mul_sub, ← Complex.ofReal_sub, norm_mul, norm_mul, hph, mul_one,
    Complex.norm_real, Real.norm_eq_abs]
  exact mul_le_mul_of_nonneg_left (abs_cos_sub_gaussian_le _) (norm_nonneg _)
```

Q: What does that tell me when I refine a structure?

A: For a finite sum of atoms with symmetric, equally occupied split sites, static splitting and harmonic motion along d_j with the same second moments give structure factors with a small absolute difference when every 2π h·d_j is small. On a reflection weakened by cancellation between atoms, the relative difference can still be large. The half atoms here are at rest. If both halves of atom j also vibrate harmonically about their sites with the same matrix V_j, put the Debye-Waller factor of V_j into f_j; the harmonic model then has the matrix V_j + d_j d_jᵀ, and the bound applies as before. The theorem compares complex structure factors at one h. It says nothing about diffuse scattering, correlated displacements or noise in the data.

Q: And when h·d_j is not small?

A: Then the two models can part completely. If h·d_j = 1/4 for every atom, then y_j = π/2 and every cosine vanishes, so the split structure factor is zero. Every Debye-Waller factor is still exp(−π²/8), about 0.29, so the harmonic structure factor is 0.29 times that of the undisplaced atoms.

```lean
/-- If `h·d j = 1/4` for every atom, the split structure factor vanishes, while each
Debye-Waller factor with the same second moments equals `exp(-π²/8)`. -/
theorem split_extinction (f : ι → ℂ) (x d : ι → n → ℝ) (h : n → ℝ)
    (hd : ∀ j, h ⬝ᵥ d j = 1 / 4) :
    splitStructureFactor f x d h = 0 ∧
      ∀ j, debyeWaller (splitSecondMoment (d j)) h = Real.exp (-π ^ 2 / 8) := by
  constructor
  · have hq : 2 * π * (1 / 4) = π / 2 := by ring
    rw [splitStructureFactor_eq]
    simp only [structureFactor, hd, hq, Real.cos_pi_div_two, Complex.ofReal_zero, mul_zero,
      zero_mul, Finset.sum_const_zero]
  · intro j
    rw [debyeWaller_split, hd]
    congr 1
    ring

end

end SplitSiteRefinement
```

The proof substitutes 1/4 into the two earlier formulas and uses cos(π/2) = 0.

Q: Must the condition hold for every atom?

A: For the two conclusions together, yes, up to the sign: the value −1/4 serves as well, because the cosine and the Gaussian are even, but the Debye-Waller factor of atom j equals exp(−π²/8) only if h·d_j = ±1/4. The split structure factor alone can vanish in other cases too, for instance if h·d_j = 3/4 for every atom. For an example where one atom breaks the condition, take one dimension with h = 1, two atoms with f_1 = f_2 = 1 at x_1 = 0 and x_2 = 1/2, and d_1 = 1/4, d_2 = 0. The first atom contributes 0 and the second contributes exp(πi) = −1, so the split structure factor is −1, not 0. The Debye-Waller factor of the second atom is 1, not exp(−π²/8). The bound on the difference of the two models has no such condition: it holds for all f, x, d and h.

```lean
#print axioms SplitSiteRefinement.split_sites_mimic_harmonic
#print axioms SplitSiteRefinement.split_extinction
```

```
'SplitSiteRefinement.split_sites_mimic_harmonic' depends on axioms: [propext, Classical.choice, Quot.sound]
'SplitSiteRefinement.split_extinction' depends on axioms: [propext, Classical.choice, Quot.sound]
```
